# Collective lowering of a normalised N-spin Dicke state with k excitations has squared norm k(N − k + 1)

## Rates on the symmetric ladder

To set up rate equations for $N$ identical two-level emitters that start fully excited and decay only collectively, one needs a rate for each step from $k$ excitations to $k-1$. The entry is $\Gamma\,k(N-k+1)$, with $\Gamma$ the decay rate of a single emitter. The combinatorial factor is the squared norm derived here, for the states in which all choices of $k$ excited emitters have equal amplitude.

The physical assumption is that every emitter couples to the field with the same strength and phase, as for emitters with parallel transition dipoles, packed much closer than a wavelength, with their mutual interactions neglected. Emission then acts through the sum $J_-$ of the single-emitter lowering operators, and a normalised state $\psi$ emits at the rate $\Gamma\|J_-\psi\|^2$. If each emitter decays into its own channel, the rate is instead $\Gamma\sum_i\|s_i^-\psi\|^2$, where $s_i^-$ lowers emitter $i$ alone. The comparison concerns these instantaneous rates; the time evolution that produces a superradiant pulse is not treated.

## States as amplitudes on subsets

Label a configuration by the set $T$ of excited particles. A state is a complex function $f$ of $T$, with $\|f\|^2=\sum_T|f(T)|^2$. The single-particle operators are

$$(s_i^-f)(T)=\begin{cases}0 & i\in T\\ f(T\cup\{i\}) & i\notin T\end{cases}\qquad
(s_i^+f)(T)=\begin{cases}f(T\setminus\{i\}) & i\in T\\ 0 & i\notin T.\end{cases}$$

The amplitude at $T$ after lowering comes from the configuration that still contained $i$. Put $J_\pm=\sum_i s_i^\pm$ and $(J_zf)(T)=(|T|-N/2)f(T)$, in units with $\hbar=1$. The unnormalised Dicke state $D_k$ has amplitude 1 on every set of size $k$ and 0 elsewhere.

## What is proved

- `ladder_relations`: $[J_+,J_-]=2J_z$, $[J_z,J_+]=J_+$ and $[J_z,J_-]=-J_-$.
- `superradiant_rate`: $\|J_-D_k\|^2=k(N-k+1)\|D_k\|^2$.
- `independent_rate`: $\sum_i\|s_i^-D_k\|^2=k\|D_k\|^2$.
- `cooperative_enhancement`: the collective quantity is $N-k+1$ times the independent one.

In Lean the particles are the elements of a finite type `ι`, and $N$ is `Fintype.card ι`. A state has type `Finset ι → ℂ`, and `Op ι` is the type of linear maps on states, with `*` as composition. The operators $s_i^-$ and $s_i^+$ are `lower i` and `raise i`; $D_k$ is `dicke k`, and the squared norm is `normSq`.

The number `k` is any natural number, and the subtraction in $N-k+1$ takes place in the real numbers. For $1\le k\le N$ the state is nonzero, and division by $\|D_k\|^2$ gives the normalised rates $k(N-k+1)$ and $k$, in units of $\Gamma$. For $k=0$ both rates vanish, and for $k>N$ the state itself is zero.

The file contains neither $\Gamma$ nor a master equation; the reading as emission rates comes from the model above. Position-dependent phases and interactions between emitters are absent.

## The ladder relations by hand

For a single particle, $(s_i^+s_i^-f)(T)$ equals $f(T)$ if $i\in T$ and 0 otherwise, while $(s_i^-s_i^+f)(T)$ equals $f(T)$ if $i\notin T$ and 0 otherwise. Their difference multiplies $f(T)$ by $+1$ or $-1$, the inversion of particle $i$.

For $i\ne j$, both $s_i^+s_j^-$ and $s_j^-s_i^+$ give $f((T\setminus\{i\})\cup\{j\})$ when $i\in T$ and $j\notin T$, and 0 otherwise, so they commute. Only equal indices survive in the double sum:

$$([J_+,J_-]f)(T)=\big(|T|-(N-|T|)\big)f(T)=2(J_zf)(T).$$

For $i\in T$,

$$([J_z,s_i^+]f)(T)=\Big[\big(|T|-\tfrac N2\big)-\big(|T|-1-\tfrac N2\big)\Big]f(T\setminus\{i\})=(s_i^+f)(T),$$

and for $i\notin T$ both sides vanish. With $s_i^-$ and $i\notin T$, the bracket is $(|T|-\tfrac N2)-(|T|+1-\tfrac N2)=-1$; for $i\in T$ both sides vanish again. Summing over $i$ gives the other two relations.

## The two rates by hand

Lowering $D_{k+1}$ gives

$$(J_-D_{k+1})(T)=\sum_{i\notin T}D_{k+1}(T\cup\{i\})=(N-|T|)\,D_k(T)=(N-k)\,D_k(T),$$

because $D_k(T)$ is nonzero only for $|T|=k$. Also $J_-D_0=0$, since $T\cup\{i\}$ is never empty.

There are $\binom Nk$ sets of size $k$, so $\|D_k\|^2=\binom Nk$. Neighbouring values are linked by

$$(k+1)\binom N{k+1}=(N-k)\binom Nk.$$

For $k\le N$, both sides count the sets of $k+1$ particles with one of them marked; for $k>N$ both vanish. Hence

$$\|J_-D_{k+1}\|^2=(N-k)^2\binom Nk=(k+1)(N-k)\|D_{k+1}\|^2,$$

which is the stated formula with $k+1$ in place of $k$.

For separate decay, exchange the sums over particles and sets:

$$\sum_i\|s_i^-D_{k+1}\|^2=\sum_T\sum_{i\notin T}|D_k(T)|^2=(N-k)\binom Nk=(k+1)\|D_{k+1}\|^2.$$

For $k=0$ every term $s_i^-D_0$ is zero. Comparing the two results gives the factor $N-k+1$. It is 1 for the fully excited state $k=N$ with $N\ge1$: the first emission there is no faster than independent decay.

## Four emitters, two excited

Take $N=4$ and $k=2$. There are six pairs, so $\|D_2\|^2=6$. Each single-particle set can be reached from three pairs, hence $J_-D_2=3D_1$ and $\|J_-D_2\|^2=9\cdot4=36$. After normalisation this is $36/6=6=2\cdot3$.

Lowering particle 1 alone leaves amplitude 1 on $\{2\}$, $\{3\}$ and $\{4\}$, with squared norm 3. The four particles together give 12, or 2 after normalisation. The collective rate is three times as large.

## Unequal amplitudes break the formula

The number of excitations alone does not fix the collective rate; the amplitudes must also be equal. For two particles, let $f(\{1\})=1/\sqrt2$, $f(\{2\})=-1/\sqrt2$, and let all other amplitudes vanish. This normalised state has $k=1$, for which the formula would give 2. But $(J_-f)(\varnothing)=1/\sqrt2-1/\sqrt2=0$, and all other amplitudes of $J_-f$ vanish too, so the state does not emit collectively. The independent rate is still 1.

## The Lean file

```lean
import Mathlib

open Finset

namespace DickeSuperradiance

noncomputable section

variable {ι : Type*} [Fintype ι] [DecidableEq ι]

/-- Operators on the states of spin-1/2 particles labelled by `ι`; a state gives a complex
amplitude to each set of excited particles. -/
abbrev Op (ι : Type*) := Module.End ℂ (Finset ι → ℂ)

/-- The lowering operator of particle `i`, which removes `i` from the excited set. -/
def lower (i : ι) : Op ι where
  toFun f T := if i ∈ T then 0 else f (insert i T)
  map_add' f g := by funext T; by_cases h : i ∈ T <;> simp [h]
  map_smul' c f := by funext T; by_cases h : i ∈ T <;> simp [h]

/-- The raising operator of particle `i`, which adds `i` to the excited set. -/
def raise (i : ι) : Op ι where
  toFun f T := if i ∈ T then f (T.erase i) else 0
  map_add' f g := by funext T; by_cases h : i ∈ T <;> simp [h]
  map_smul' c f := by funext T; by_cases h : i ∈ T <;> simp [h]

/-- The inversion of particle `i`: `1` if it is excited and `-1` if it is not. -/
def inversion (i : ι) : Op ι where
  toFun f T := (if i ∈ T then 1 else -1) * f T
  map_add' f g := by funext T; simp [mul_add]
  map_smul' c f := by funext T; simp

/-- The collective lowering operator. -/
def Jminus : Op ι := ∑ i, lower i

/-- The collective raising operator. -/
def Jplus : Op ι := ∑ i, raise i

/-- The collective `Jz`: the number of excited particles minus half the number of particles. -/
def Jz : Op ι where
  toFun f T := ((T.card : ℂ) - Fintype.card ι / 2) * f T
  map_add' f g := by funext T; simp [mul_add]
  map_smul' c f := by funext T; simp only [Pi.smul_apply, smul_eq_mul, RingHom.id_apply]; ring


/-- The unnormalised Dicke state: amplitude one on every set of `k` excited particles and zero on
all other sets. -/
def dicke (k : ℕ) : Finset ι → ℂ := fun T => if T.card = k then 1 else 0

/-- The squared norm of a state. -/
def normSq (f : Finset ι → ℂ) : ℝ := ∑ T, ‖f T‖ ^ 2

/-- A sum over particles of a quantity that is `a` on the excited and `b` on the others. -/
theorem sum_site {K : Type*} [CommRing K] (T : Finset ι) (a b : K) :
    ∑ i, (if i ∈ T then a else b) = T.card * a + ((Fintype.card ι : K) - T.card) * b := by
  have h : ∀ i, (if i ∈ T then a else b) = (if i ∈ T then a - b else 0) + b := by
    intro i; split_ifs <;> ring
  rw [sum_congr rfl fun i _ => h i, sum_add_distrib]
  simp only [sum_ite_mem, univ_inter, sum_const, nsmul_eq_mul, card_univ]
  ring

omit [Fintype ι] in
/-- Raising and lowering commute for different particles; for the same particle their
commutator is the inversion. -/
theorem site_comm (i j : ι) :
    raise i * lower j - lower j * raise i = if i = j then inversion i else 0 := by
  apply LinearMap.ext; intro f; funext T
  change (if i ∈ T then (if j ∈ T.erase i then 0 else f (insert j (T.erase i))) else 0)
    - (if j ∈ T then 0 else (if i ∈ insert j T then f ((insert j T).erase i) else 0)) = _
  obtain rfl | hij := eq_or_ne i j
  · rw [if_pos rfl]
    change _ = (if i ∈ T then 1 else -1) * f T
    by_cases h : i ∈ T <;> simp [h]
  · rw [if_neg hij]
    change _ = (0 : ℂ)
    by_cases hi : i ∈ T <;> by_cases hj : j ∈ T <;>
      simp [hi, hj, hij, hij.symm, erase_insert_of_ne hij.symm]

/-- The collective operators obey the angular momentum relations `[J₊, J₋] = 2 Jz`,
`[Jz, J₊] = J₊` and `[Jz, J₋] = -J₋`. -/
theorem ladder_relations :
    (Jplus * Jminus - Jminus * Jplus : Op ι) = (2 : ℂ) • Jz ∧
    (Jz * Jplus - Jplus * Jz : Op ι) = Jplus ∧
    (Jz * Jminus - Jminus * Jz : Op ι) = -Jminus := by
  refine ⟨?_, ?_, ?_⟩
  · -- only equal particles contribute to the double sum
    have h1 : (Jplus * Jminus : Op ι) = ∑ i, ∑ j, raise i * lower j := sum_mul_sum _ _ _ _
    have h2 : (Jminus * Jplus : Op ι) = ∑ i, ∑ j, lower j * raise i :=
      (sum_mul_sum _ _ _ _).trans sum_comm
    rw [h1, h2]
    simp only [← sum_sub_distrib, site_comm, sum_ite_eq, mem_univ, if_true]
    apply LinearMap.ext; intro f; funext T
    simp only [LinearMap.sum_apply, Finset.sum_apply]
    change ∑ i, (if i ∈ T then (1 : ℂ) else -1) * f T
      = 2 * (((T.card : ℂ) - Fintype.card ι / 2) * f T)
    rw [← sum_mul, sum_site]
    ring
  · have h : ∀ i : ι, Jz * raise i - raise i * Jz = raise i := by
      intro i
      apply LinearMap.ext; intro f; funext T
      change ((T.card : ℂ) - Fintype.card ι / 2) * (if i ∈ T then f (T.erase i) else 0)
        - (if i ∈ T then (((T.erase i).card : ℂ) - Fintype.card ι / 2) * f (T.erase i) else 0)
        = if i ∈ T then f (T.erase i) else 0
      by_cases h : i ∈ T
      · have hc : ((T.erase i).card : ℂ) + 1 = T.card := by
          exact_mod_cast card_erase_add_one h
        simp only [if_pos h, ← hc]
        ring
      · simp [h]
    simp only [Jplus, mul_sum, sum_mul, ← sum_sub_distrib, h]
  · have h : ∀ i : ι, Jz * lower i - lower i * Jz = -lower i := by
      intro i
      apply LinearMap.ext; intro f; funext T
      change ((T.card : ℂ) - Fintype.card ι / 2) * (if i ∈ T then 0 else f (insert i T))
        - (if i ∈ T then 0 else
            (((insert i T).card : ℂ) - Fintype.card ι / 2) * f (insert i T))
        = -(if i ∈ T then 0 else f (insert i T))
      by_cases h : i ∈ T
      · simp [h]
      · simp only [if_neg h, card_insert_of_notMem h]
        push_cast
        ring
    simp only [Jminus, mul_sum, sum_mul, ← sum_sub_distrib, h, sum_neg_distrib]

omit [Fintype ι] in
/-- Lowering particle `i` in a Dicke state leaves the next lower Dicke state, restricted to
the sets in which `i` is not excited; the Dicke state without excitations is annihilated. -/
theorem lower_dicke (i : ι) (T : Finset ι) :
    (∀ k, lower i (dicke (k + 1)) T = if i ∈ T then 0 else dicke k T) ∧
    lower i (dicke 0) T = 0 := by
  constructor
  · intro k
    change (if i ∈ T then 0 else dicke (k + 1) (insert i T)) = _
    by_cases h : i ∈ T <;> simp [h, dicke]
  · change (if i ∈ T then 0 else dicke 0 (insert i T)) = _
    simp [dicke]

/-- Collective lowering moves down the Dicke ladder: `J₋ D₀ = 0` and
`J₋ D_{k+1} = (N - k) D_k`. -/
theorem dicke_ladder :
    Jminus (dicke 0 : Finset ι → ℂ) = 0 ∧
    ∀ k : ℕ, Jminus (dicke (k + 1) : Finset ι → ℂ)
      = ((Fintype.card ι : ℂ) - k) • dicke k := by
  refine ⟨?_, fun k => ?_⟩ <;> funext T
  · simp only [Jminus, LinearMap.sum_apply, Finset.sum_apply, (lower_dicke _ T).2,
      sum_const_zero, Pi.zero_apply]
  · simp only [Jminus, LinearMap.sum_apply, Finset.sum_apply, (lower_dicke _ T).1, sum_site]
    by_cases h : T.card = k <;> simp [dicke, h]

omit [DecidableEq ι] in
/-- The squared norm of the Dicke state is the number of ways to choose the `k` excited
particles. -/
theorem normSq_dicke (k : ℕ) :
    normSq (dicke k : Finset ι → ℂ) = (Fintype.card ι).choose k := by
  have h : ∀ T : Finset ι, ‖dicke k T‖ ^ 2 = if T.card = k then (1 : ℝ) else 0 := by
    intro T; by_cases h : T.card = k <;> simp [dicke, h]
  have hs : (univ.filter fun T : Finset ι => T.card = k) = powersetCard k univ := by
    ext T; simp [mem_powersetCard]
  rw [normSq, sum_congr rfl fun T _ => h T, sum_boole, hs, card_powersetCard, card_univ]

/-- Neighbouring binomial coefficients satisfy `(k + 1) C(N, k+1) = (N - k) C(N, k)`. -/
theorem choose_step (N k : ℕ) :
    ((k : ℝ) + 1) * N.choose (k + 1) = ((N : ℝ) - k) * N.choose k := by
  rcases lt_or_ge N k with h | h
  · simp [Nat.choose_eq_zero_of_lt h, Nat.choose_eq_zero_of_lt (Nat.lt_succ_of_lt h)]
  · have q : ((N.choose (k + 1) * (k + 1) : ℕ) : ℝ) = ((N.choose k * (N - k) : ℕ) : ℝ) := by
      rw [Nat.choose_succ_right_eq]
    rw [Nat.cast_mul, Nat.cast_mul, Nat.cast_sub h] at q
    push_cast at q
    linarith

/-- Collective lowering satisfies `‖J₋ D_k‖² = k (N - k + 1) ‖D_k‖²` for the Dicke state with `k` of
`N` particles excited. -/
theorem superradiant_rate (k : ℕ) :
    normSq (Jminus (dicke k : Finset ι → ℂ))
      = k * ((Fintype.card ι : ℝ) - k + 1) * normSq (dicke k : Finset ι → ℂ) := by
  cases k with
  | zero => rw [dicke_ladder.1]; simp [normSq]
  | succ k =>
    have hs : ∀ (c : ℝ) (f : Finset ι → ℂ), normSq ((c : ℂ) • f) = c ^ 2 * normSq f := by
      intro c f
      simp [normSq, mul_pow, mul_sum]
    have hc : (Fintype.card ι : ℂ) - k = (((Fintype.card ι : ℝ) - k : ℝ) : ℂ) := by
      push_cast; rfl
    rw [dicke_ladder.2, hc, hs, normSq_dicke, normSq_dicke]
    push_cast
    linear_combination (-((Fintype.card ι : ℝ) - k)) * choose_step (Fintype.card ι) k

/-- The squared norms after lowering each particle separately add up to `k ‖D_k‖²`. -/
theorem independent_rate (k : ℕ) :
    ∑ i : ι, normSq (lower i (dicke k)) = k * normSq (dicke k : Finset ι → ℂ) := by
  cases k with
  | zero => simp [normSq, (lower_dicke _ _).2]
  | succ k =>
    -- for a fixed final set, count the particles that can have been lowered
    have h : ∀ T : Finset ι, ∑ i, ‖lower i (dicke (k + 1)) T‖ ^ 2
        = ((Fintype.card ι : ℝ) - k) * ‖dicke k T‖ ^ 2 := by
      intro T
      have e : ∀ i, ‖lower i (dicke (k + 1)) T‖ ^ 2
          = if i ∈ T then 0 else ‖dicke k T‖ ^ 2 := by
        intro i
        rw [(lower_dicke i T).1]
        split_ifs <;> simp
      rw [sum_congr rfl fun i _ => e i, sum_site]
      by_cases c : T.card = k <;> simp [dicke, c]
    unfold normSq
    rw [sum_comm, sum_congr rfl fun T _ => h T, ← mul_sum]
    change ((Fintype.card ι : ℝ) - k) * normSq (dicke k : Finset ι → ℂ)
      = ((k + 1 : ℕ) : ℝ) * normSq (dicke (k + 1) : Finset ι → ℂ)
    rw [normSq_dicke, normSq_dicke]
    push_cast
    linarith [choose_step (Fintype.card ι) k]

/-- Collective lowering of the Dicke state gives `N - k + 1` times the summed squared norms of
separate lowering. -/
theorem cooperative_enhancement (k : ℕ) :
    normSq (Jminus (dicke k : Finset ι → ℂ))
      = ((Fintype.card ι : ℝ) - k + 1) * ∑ i : ι, normSq (lower i (dicke k)) := by
  rw [superradiant_rate, independent_rate]
  ring

end

end DickeSuperradiance
```

```lean
#print axioms DickeSuperradiance.ladder_relations
#print axioms DickeSuperradiance.cooperative_enhancement
```

```
'DickeSuperradiance.ladder_relations' depends on axioms: [propext, Classical.choice, Quot.sound]
'DickeSuperradiance.cooperative_enhancement' depends on axioms: [propext, Classical.choice, Quot.sound]
```

## From counting to the Lean proof

The counting is concentrated in `sum_site`. A quantity equal to $a$ on the particles in $T$ and $b$ on the others sums to $|T|a+(N-|T|)b$. The lemma serves the commutator, the Dicke ladder and the independent rate.

In `site_comm`, `change` displays the two operator products as nested case distinctions. The proof then separates $i=j$ from $i\ne j$ and checks membership in $T$, as in the derivation. For the first part of `ladder_relations`, `sum_mul_sum` expands the products into double sums, `sum_ite_eq` keeps the equal indices, and `sum_site` adds the inversions. The other two parts prove the relation for one particle, using the change of $|T|$ by one, and then sum.

The lemma `lower_dicke` describes the effect of one lowering operator on a Dicke state. Summing it with $a=0$ and $b=D_k(T)$ yields `dicke_ladder`, where a final distinction on whether $|T|=k$ replaces $N-|T|$ by $N-k$. The norm comes from `normSq_dicke`, which identifies the sets that contribute with Mathlib's `powersetCard`, and `choose_step` supplies the binomial identity over the real numbers.

The proof of `superradiant_rate` treats `k = 0` separately. In the successor case it takes the factor $N-k$ out of the norm as a square, and `linear_combination` multiplies `choose_step` by $-(N-k)$ to close the goal. In `independent_rate`, `sum_comm` exchanges particles and sets, the local statement `h` counts the particles outside a fixed final set, and `choose_step` finishes. Substituting both rates proves `cooperative_enhancement` without any division.
